# The nearest-neighbour honeycomb lattice has no state bound to an ideal armchair edge, at any energy

## Does an armchair edge ever bind an electron?

When I compute the local density of states near an armchair edge of graphene in the nearest-neighbour model, I integrate over bulk waves reflected from the edge and add no separate term for states bound to it. That step is only right if there are no such states.

At zero energy the argument I know is short. The amplitudes b(n) on one sublattice, row by row into the bulk, obey

b(n+1) + c b(n) + b(n−1) = 0 for n ≥ 1, with b(0) = 0,

where c is a unit phase, and no nonzero solution is square-summable. Does this hold for every complex c, and does the conclusion survive at other energies? I would like to see a rigorous derivation, with a proof that Lean has checked.

## No, because a decaying wave cannot vanish on the missing row

Both extensions hold, and the first gives the second: the zero-energy statement for arbitrary complex c is what removes the bound states at every other energy.

### Row equations for the edge

Number the rows parallel to the edge 1, 2, 3, … going into the bulk. Row 0 is the missing row, where all amplitudes are zero. Each row contains A and B sites, with amplitudes a(n) and b(n) at a fixed Bloch wave number along the edge. An A site has one B neighbour in its own row and one in each adjacent row. The Bloch phases can be absorbed into the amplitudes except for one phase θ on the bond inside the row. With hopping amplitude −t, t ≠ 0, and energy E, the equations for n ≥ 1 are

−t (e^(iθ) b(n) + b(n+1) + b(n−1)) = E a(n)

−t (e^(−iθ) a(n) + a(n+1) + a(n−1)) = E b(n)

### Zero energy: a conserved quadratic form

At E = 0 the sublattices decouple. Writing c = e^(iθ) and shifting the index by one, the first equation becomes

b(n+2) + c b(n+1) + b(n) = 0 for n ≥ 0.

Define

Q(n) = b(n+1)² + c b(n+1) b(n) + b(n)².

These are squares of complex numbers, not squared moduli. The change from one row to the next factorises:

Q(n+1) − Q(n) = (b(n+2) − b(n)) (b(n+2) + c b(n+1) + b(n)) = 0.

So Q is the same on every row. If b is square-summable, then b(n) → 0 and hence Q(n) → 0, so Q is zero throughout. Since b(0) = 0, we also have Q(0) = b(1)², which gives b(1) = 0. Two neighbouring zeros and the recurrence make every later amplitude zero. Nothing here used |c| = 1.

### Other energies: two zero-energy problems in succession

Let R be the row-hopping operator, (Rψ)(n) = ψ(n+1) + ψ(n−1) for n ≥ 1 and (Rψ)(0) = 0. Put ε = E/t and d = e^(−iθ). The row equations become

R b = −ε a − c b

R a = −ε b − d a

Apply R to the first equation and insert the second:

R² b = −ε R a − c R b = ε² b + ε d a − c R b.

The first equation also gives ε a = −R b − c b, which eliminates a:

R² b + (c + d) R b + (c d − ε²) b = 0.

Over the complex numbers this factorises as (R + u)(R + r) b = 0, with r + u = c + d and r u = c d − ε². Here c + d = 2 cos θ and c d = 1, so

r, u = cos θ ± √(ε² − sin² θ).

These numbers are in general not unit phases, and they are not real when |ε| < |sin θ|. This is where the freedom in c is needed.

Set φ = R b + r b. It vanishes on row 0, decays into the bulk and satisfies

φ(n+2) + u φ(n+1) + φ(n) = 0.

By the zero-energy argument with u in place of c, φ = 0. Then R b + r b = 0, and the same argument with r gives b = 0. Exchanging the sublattices gives a = 0.

### Numbers for c = i

Take E = 0 and θ = π/2, so c = i, and start from b(0) = 0, b(1) = 1. The recurrence gives

b(2) = −i, b(3) = −2, b(4) = 3i, b(5) = 5.

The moduli are Fibonacci numbers and grow. The form stays at b(1)² = 1, for example

Q(4) = 5² + i · 5 · 3i + (3i)² = 25 − 15 − 9 = 1.

A decaying solution of the same recurrence does exist: b(n) = (i x)^n with x = (√5 − 1)/2 ≈ 0.618, because x² + x = 1. Its first values are 1, 0.618i, −0.382. It has b(0) = 1, so it violates the edge condition, and rescaling does not help: normalised over rows 0, 1, 2, …, it carries the fraction 1 − x² = x ≈ 0.618 of its weight on the row that is supposed to be missing.

### The Lean file

```lean
import Mathlib

open Filter Topology

namespace ArmchairEdge

noncomputable section

/-- Sum of the amplitudes on the two rows adjacent to a given row. Row `0` is the missing row
beyond the edge, where the result is set to zero. -/
def rowHop (ψ : ℕ → ℂ) : ℕ → ℂ
  | 0 => 0
  | n + 1 => ψ (n + 2) + ψ n

/-- Action of the nearest-neighbour honeycomb Hamiltonian from one sublattice to the other:
hopping `-t`, with phase factor `c` on the bond inside a row. -/
def sublatticeHop (t : ℝ) (c : ℂ) (ψ : ℕ → ℂ) (n : ℕ) : ℂ :=
  -(t : ℂ) * (c * ψ n + rowHop ψ n)

/-- The zero-energy recurrence conserves a quadratic form in the amplitudes of two
neighbouring rows. -/
theorem conserved_form (c : ℂ) (b : ℕ → ℂ)
    (h : ∀ n, b (n + 2) + c * b (n + 1) + b n = 0) (n : ℕ) :
    b (n + 1) ^ 2 + c * b (n + 1) * b n + b n ^ 2 = b 1 ^ 2 + c * b 1 * b 0 + b 0 ^ 2 := by
  induction n with
  | zero => rfl
  | succ n ih => linear_combination ih + (b (n + 2) - b n) * h n

/-- A solution of the recurrence that vanishes on row `0` and decays into the bulk is zero
on every row. -/
theorem decaying_solution_eq_zero (c : ℂ) (b : ℕ → ℂ) (h0 : b 0 = 0)
    (hlim : Tendsto b atTop (𝓝 0))
    (h : ∀ n, b (n + 2) + c * b (n + 1) + b n = 0) : ∀ n, b n = 0 := by
  have h1 : Tendsto (fun n => b (n + 1)) atTop (𝓝 0) := (tendsto_add_atTop_iff_nat 1).2 hlim
  -- the conserved form tends to zero, so its constant value is zero
  have hl : Tendsto (fun n => b (n + 1) ^ 2 + c * b (n + 1) * b n + b n ^ 2) atTop
      (𝓝 (0 ^ 2 + c * 0 * 0 + 0 ^ 2)) :=
    ((h1.pow 2).add ((h1.const_mul c).mul hlim)).add (hlim.pow 2)
  have hl' : Tendsto (fun _ : ℕ => b 1 ^ 2 + c * b 1 * b 0 + b 0 ^ 2) atTop
      (𝓝 (0 ^ 2 + c * 0 * 0 + 0 ^ 2)) := hl.congr (conserved_form c b h)
  have hc := tendsto_nhds_unique tendsto_const_nhds hl'
  have hb1 : b 1 = 0 := by simpa [h0] using hc
  -- two vanishing neighbouring rows propagate through the lattice
  have hpair : ∀ n, b n = 0 ∧ b (n + 1) = 0 := by
    intro n
    induction n with
    | zero => exact ⟨h0, hb1⟩
    | succ n ih => exact ⟨ih.2, by linear_combination h n - c * ih.2 - ih.1⟩
  exact fun n => (hpair n).1

/-- The amplitudes of a square-summable state tend to zero far from the edge. -/
theorem tendsto_zero_of_sq_summable (b : ℕ → ℂ) (h : Summable fun n => ‖b n‖ ^ 2) :
    Tendsto b atTop (𝓝 0) := by
  have h2 := h.tendsto_atTop_zero.sqrt
  simp only [Real.sqrt_sq, norm_nonneg, Real.sqrt_zero] at h2
  exact tendsto_zero_iff_norm_tendsto_zero.2 h2

/-- For every complex `c`, a square-summable solution of the zero-energy recurrence that
vanishes on row `0` is identically zero. -/
theorem no_zero_energy_mode (c : ℂ) (b : ℕ → ℂ) (h0 : b 0 = 0)
    (hsum : Summable fun n => ‖b n‖ ^ 2)
    (h : ∀ n, b (n + 2) + c * b (n + 1) + b n = 0) : ∀ n, b n = 0 :=
  decaying_solution_eq_zero c b h0 (tendsto_zero_of_sq_summable b hsum) h

/-- No nonzero decaying state that vanishes on row `0` is annihilated by a monic quadratic
polynomial in the row-hopping operator. -/
theorem quadratic_hop_eq_zero (p q : ℂ) (ψ : ℕ → ℂ) (h0 : ψ 0 = 0)
    (hlim : Tendsto ψ atTop (𝓝 0))
    (h : ∀ n, rowHop (rowHop ψ) n + p * rowHop ψ n + q * ψ n = 0) : ∀ n, ψ n = 0 := by
  -- factor the polynomial over the complex numbers
  have hroots : ∃ r u : ℂ, r + u = p ∧ r * u = q := by
    obtain ⟨s, hs⟩ := IsAlgClosed.exists_pow_nat_eq (p ^ 2 - 4 * q) (n := 2) (by norm_num)
    exact ⟨(p + s) / 2, (p - s) / 2, by ring, by linear_combination (-1 / 4 : ℂ) * hs⟩
  obtain ⟨r, u, hp, hq⟩ := hroots
  have hhop : Tendsto (rowHop ψ) atTop (𝓝 0) := by
    have h2 := ((tendsto_add_atTop_iff_nat 2).2 hlim).add hlim
    rw [add_zero] at h2
    refine (tendsto_add_atTop_iff_nat 1).1 ?_
    exact h2
  have e1 : ∀ n, rowHop ψ (n + 1) = ψ (n + 2) + ψ n := fun _ => rfl
  have e2 : ∀ n, rowHop (rowHop ψ) (n + 1) = rowHop ψ (n + 2) + rowHop ψ n := fun _ => rfl
  have k0 : rowHop ψ 0 + r * ψ 0 = 0 := by simp [rowHop, h0]
  have klim : Tendsto (fun n => rowHop ψ n + r * ψ n) atTop (𝓝 0) := by
    have h3 := hhop.add (hlim.const_mul r)
    rw [mul_zero, add_zero] at h3
    exact h3
  have krec : ∀ n, (rowHop ψ (n + 2) + r * ψ (n + 2))
      + u * (rowHop ψ (n + 1) + r * ψ (n + 1)) + (rowHop ψ n + r * ψ n) = 0 := by
    intro n
    linear_combination h (n + 1) - e2 n - r * e1 n + rowHop ψ (n + 1) * hp + ψ (n + 1) * hq
  -- remove the first factor, then the second
  have hφ : ∀ n, rowHop ψ n + r * ψ n = 0 :=
    decaying_solution_eq_zero u (fun n => rowHop ψ n + r * ψ n) k0 klim krec
  exact decaying_solution_eq_zero r ψ h0 hlim
    (fun n => by linear_combination hφ (n + 1) - e1 n)

/-- If two sublattice amplitudes `a` and `b` obey the coupled row equations, and `b` vanishes on row
`0` and decays into the bulk, then `b` is zero on every row. -/
theorem sublattice_eq_zero (c d e : ℂ) (a b : ℕ → ℂ) (hb0 : b 0 = 0)
    (hlim : Tendsto b atTop (𝓝 0))
    (hb : ∀ n, rowHop b n = -e * a n - c * b n)
    (ha : ∀ n, rowHop a n = -e * b n - d * a n) : ∀ n, b n = 0 := by
  refine quadratic_hop_eq_zero (c + d) (c * d - e ^ 2) b hb0 hlim ?_
  intro n
  cases n with
  | zero => simp [rowHop, hb0]
  | succ n =>
    -- eliminate the other sublattice
    have r1 : rowHop (rowHop b) (n + 1) = rowHop b (n + 2) + rowHop b n := rfl
    have r2 : rowHop b (n + 1) = b (n + 2) + b n := rfl
    have r3 : rowHop a (n + 1) = a (n + 2) + a n := rfl
    linear_combination r1 + hb (n + 2) + hb n + c * r2 + e * r3 - e * ha (n + 1)
      + d * hb (n + 1)

/-- The half-infinite honeycomb lattice with an armchair edge has no bound state: for nonzero
hopping, any Bloch phase `θ` and any energy `E`, a square-summable solution of the row equations
that is zero on the missing row `0` vanishes on both sublattices. -/
theorem armchair_no_bound_state (t θ E : ℝ) (ht : t ≠ 0) (a b : ℕ → ℂ)
    (ha0 : a 0 = 0) (hb0 : b 0 = 0)
    (hsa : Summable fun n => ‖a n‖ ^ 2) (hsb : Summable fun n => ‖b n‖ ^ 2)
    (hA : ∀ n, sublatticeHop t (Complex.exp (θ * Complex.I)) b n = E * a n)
    (hB : ∀ n, sublatticeHop t (Complex.exp (-(θ * Complex.I))) a n = E * b n) :
    (∀ n, a n = 0) ∧ (∀ n, b n = 0) := by
  have htc : (t : ℂ) ≠ 0 := Complex.ofReal_ne_zero.2 ht
  obtain ⟨e, he⟩ : ∃ e : ℂ, (t : ℂ) * e = E := ⟨E / t, by field_simp⟩
  -- divide the Schrödinger equation by the hopping amplitude
  have key : ∀ (c : ℂ) (x y : ℕ → ℂ), (∀ n, sublatticeHop t c y n = E * x n) →
      ∀ n, rowHop y n = -e * x n - c * y n := by
    intro c x y hxy n
    have h1 := hxy n
    unfold sublatticeHop at h1
    apply mul_left_cancel₀ htc
    linear_combination -h1 + x n * he
  have hb := key _ a b hA
  have ha := key _ b a hB
  exact ⟨sublattice_eq_zero _ _ e b a ha0 (tendsto_zero_of_sq_summable a hsa) ha hb,
    sublattice_eq_zero _ _ e a b hb0 (tendsto_zero_of_sq_summable b hsb) hb ha⟩

/-- Decay factor per row, `(√5 - 1) / 2`. -/
def decayFactor : ℝ := (√5 - 1) / 2

/-- The evanescent wave `(i x) ^ n`, with `x` the decay factor, is square-summable and solves
the zero-energy recurrence for `c = i`, but has amplitude `1` on row `0`. -/
theorem evanescent_wave_violates_edge :
    (∀ n : ℕ, (Complex.I * decayFactor) ^ (n + 2)
      + Complex.I * (Complex.I * decayFactor) ^ (n + 1) + (Complex.I * decayFactor) ^ n = 0) ∧
    (Summable fun n : ℕ => ‖(Complex.I * decayFactor) ^ n‖ ^ 2) ∧
    (Complex.I * decayFactor) ^ 0 = 1 := by
  have h5 : √5 ^ 2 = (5 : ℝ) := Real.sq_sqrt (by norm_num)
  have hx : decayFactor ^ 2 + decayFactor = 1 := by
    unfold decayFactor
    linear_combination (1 / 4 : ℝ) * h5
  have hpos : 0 < decayFactor := by
    unfold decayFactor
    have : 0 ≤ √5 := Real.sqrt_nonneg 5
    nlinarith
  have hxc : (decayFactor : ℂ) ^ 2 + decayFactor = 1 := by exact_mod_cast hx
  refine ⟨fun n => ?_, ?_, pow_zero _⟩
  · have hq : (Complex.I * decayFactor) ^ 2 + Complex.I * (Complex.I * decayFactor) + 1 = 0 := by
      linear_combination ((decayFactor : ℂ) ^ 2 + decayFactor) * Complex.I_sq - hxc
    generalize Complex.I * (decayFactor : ℂ) = z at hq ⊢
    linear_combination z ^ n * hq
  · -- the row weights form a convergent geometric series
    have hn : ∀ n : ℕ, ‖(Complex.I * decayFactor) ^ n‖ ^ 2 = (decayFactor ^ 2) ^ n := by
      intro n
      rw [norm_pow, norm_mul, Complex.norm_I, one_mul, Complex.norm_real, Real.norm_eq_abs,
        ← pow_mul, mul_comm n 2, pow_mul, sq_abs]
    simp_rw [hn]
    exact summable_geometric_of_lt_one (sq_nonneg _) (by linarith)

end

end ArmchairEdge
```

```lean
#print axioms ArmchairEdge.no_zero_energy_mode
#print axioms ArmchairEdge.armchair_no_bound_state
#print axioms ArmchairEdge.evanescent_wave_violates_edge
```

```
'ArmchairEdge.no_zero_energy_mode' depends on axioms: [propext, Classical.choice, Quot.sound]
'ArmchairEdge.armchair_no_bound_state' depends on axioms: [propext, Classical.choice, Quot.sound]
'ArmchairEdge.evanescent_wave_violates_edge' depends on axioms: [propext, Classical.choice, Quot.sound]
```

### What the theorems say about the lattice

The main theorem is `armchair_no_bound_state`. It takes real numbers `t`, `θ` and `E` with `t ≠ 0`, and two sequences `a b : ℕ → ℂ`, the amplitudes on the two sublattices. The hypotheses `ha0` and `hb0` say that row 0 is empty, `hsa` and `hsb` that the state has finite norm in the direction away from the edge, and `hA` and `hB` are the two row equations. The conclusion is that every amplitude is zero. No normalisation is imposed; a bound state normalised to one would contradict the conclusion.

The function `rowHop` is R, and `sublatticeHop` is the left-hand side of a row equation. The equations are required for all `n`, including 0, but `rowHop` is set to zero there, so with empty row 0 they read 0 = 0 and add no condition. The assumption `t ≠ 0` means that the sites are actually connected: without hopping, any amplitudes at all would solve the equations at E = 0.

The energy is unrestricted, so bound states inside the bulk continuum are excluded as well as those in a gap. The zero-energy statement for arbitrary complex `c` is `no_zero_energy_mode`, and `evanescent_wave_violates_edge` records the decaying wave for c = i.

For non-interacting electrons with uniform nearest-neighbour hopping, this justifies leaving a bound-state term out of the density of states at an ideal half-infinite armchair edge. The model has no on-site potentials, altered edge bonds, longer-range hopping or magnetic field, and any of these would change the row equations. The file starts from those equations at fixed θ; the reduction from the two-dimensional lattice is the short argument given above. It treats eigenstates only, and does not construct the Hamiltonian as an operator or its continuous spectrum.

### How the Lean proof follows the derivation

`conserved_form` proves by induction that Q(n) = Q(0). In the induction step, `linear_combination` multiplies the recurrence `h n` by `b (n + 2) - b n`, which is the factorisation of Q(n+1) − Q(n).

`decaying_solution_eq_zero` carries out the zero-energy argument. The limit of Q is computed in `hl` from the limits of its terms. Since Q is also constant, `tendsto_nhds_unique` identifies the constant with zero, and `hb1` extracts b(1) = 0. The induction `hpair` then carries two neighbouring zeros along the lattice. The lemma asks only for decay; `tendsto_zero_of_sq_summable` supplies it, since the terms of a convergent series tend to zero and so do their square roots. Together the two give `no_zero_energy_mode`.

`quadratic_hop_eq_zero` handles a general polynomial R² + p R + q. Algebraic closedness of ℂ provides a number s with s² = p² − 4q, and r and u are (p ± s)/2. For the intermediate sequence φ = R ψ + r ψ, `k0` gives its zero on row 0, `klim` its decay and `krec` its recurrence. Two uses of `decaying_solution_eq_zero`, first with `u` and then with `r`, remove the factors.

`sublattice_eq_zero` performs the elimination of the other sublattice. It does not list a(0) = 0 among its hypotheses, but it assumes the row equations at n = 0 as well. With b(0) = 0 these give d a(0) = 0, and so a(0) = 0 when d is a phase factor. If the row equations were assumed only for n ≥ 1, the condition a(0) = 0 would have to be added. Its variable `e` is ε, and its final `linear_combination` combines the row equations on three neighbouring rows, as in the calculation of R² b.

In `armchair_no_bound_state`, the auxiliary statement `key` divides a row equation by t. It is used once for each sublattice, and `sublattice_eq_zero` is then applied twice with the roles of `a` and `b` exchanged.

The proof of `evanescent_wave_violates_edge` derives x² + x = 1 from the definition of `decayFactor`. This gives the recurrence after multiplication by a power of i x. The row weights are (x²)^n, a geometric series with ratio below one.
